# Counting ring patterns without rotational symmetry by Möbius inversion

A ring of $n$ monomers is modelled here as a function $c:\mathbb Z/n\to\{0,\dots,k-1\}$, which gives each numbered site one of $k$ monomer types. Rotation by $a$ acts as $(R_ac)(i)=c(i+a)$, and patterns related by a rotation form one class. Mirror images are identified only if some rotation also relates them, as suits a ring with a direction, in which unsymmetrical monomers are all joined head to tail.

Call $c$ aperiodic if $R_ac=c$ only for $a=0$, and let $M(n)$ be the number of rotation classes of aperiodic patterns. For $n\ge1$,
$$n\,M(n)=\sum_{d\mid n}\mu(d)\,k^{n/d},$$
where $\mu$ is the Möbius function. In a non-interacting tight-binding ring with uniform hopping and site energies set by monomer type, all $n$ members of such a class share one spectrum, so one diagonalisation serves them all.

## Derivation by minimal period

Rotations commute, so they carry aperiodic patterns to aperiodic patterns. If $c$ is aperiodic and $R_ac=R_bc$, then $R_{a-b}c=c$ and $a=b$. Each class therefore has $n$ members, and there are $nM(n)$ aperiodic patterns.

Now read the ring as an endless sequence $f(j)=c(j\bmod n)$, $j\ge0$. Shifting $f$ by $m$ sites unrolls $R_mc$. Since $n$ is a period of $f$, its minimal period $d$ divides $n$. If $c$ is aperiodic, $R_dc=c$ forces $n\mid d$, hence $d=n$. Conversely, if $d=n$ and $R_ac=c$ with $0\le a<n$, then $n\mid a$, so $a=0$.

For each $d\mid n$, a sequence of minimal period $d$ closes up to exactly one $n$-ring and exactly one $d$-ring, and the latter is aperiodic. There are thus $dM(d)$ such patterns on the $n$-ring, and sorting all patterns by minimal period gives
$$k^n=\sum_{d\mid n}d\,M(d).$$
Substituting this into the Möbius sum and exchanging the order of summation,
$$\sum_{d\mid n}\mu(d)\sum_{e\mid n/d}eM(e)=\sum_{e\mid n}eM(e)\sum_{d\mid n/e}\mu(d)=nM(n),$$
because the inner sum is 1 for $e=n$ and 0 otherwise.

For a prime $p$, the divisors 1 and $p$ give $k^p=k+pM(p)$, since $M(1)=k$. For $n=6$, $k=2$, the formula gives $6M(6)=64-8-4+2=54$, so $M(6)=9$.

## Patterns, rotations and classes in Lean

```lean
import Mathlib

open Function

namespace AperiodicRingPatterns
```

Sites are elements of `ZMod n`, whose addition wraps around the ring, and monomer types are elements of `Fin k`. A pattern need not use all the types.

```lean
/-- The ring pattern `c` rotated by `a` sites. -/
def rotate {n k : ℕ} (a : ZMod n) (c : ZMod n → Fin k) : ZMod n → Fin k :=
  fun i => c (i + a)

/-- A ring pattern is aperiodic if no nontrivial rotation leaves it unchanged. -/
def Aperiodic {n k : ℕ} (c : ZMod n → Fin k) : Prop :=
  ∀ a : ZMod n, rotate a c = c → a = 0

/-- The patterns of `k` monomer types on an `n`-ring without rotational symmetry. -/
abbrev AperiodicPattern (n k : ℕ) := {c : ZMod n → Fin k // Aperiodic c}
```

The subtype `AperiodicPattern n k` contains the labelled patterns, before rotated copies are identified. Two lemmas give the composition law and the identity rotation.

```lean
lemma rotate_rotate {n k : ℕ} (a b : ZMod n) (c : ZMod n → Fin k) :
    rotate a (rotate b c) = rotate (a + b) c := by
  funext i
  simp only [rotate, add_assoc]

lemma rotate_zero {n k : ℕ} (c : ZMod n → Fin k) : rotate 0 c = c := by
  funext i
  simp only [rotate, add_zero]
```

These make "related by a rotation" an equivalence relation, with $R_{-a}$ supplying symmetry.

```lean
/-- Two aperiodic patterns are equivalent if a rotation carries one into the other. -/
def rotationSetoid (n k : ℕ) : Setoid (AperiodicPattern n k) where
  r c c' := ∃ a : ZMod n, rotate a c.1 = c'.1
  iseqv :=
    { refl := fun c => ⟨0, rotate_zero c.1⟩
      symm := by
        rintro c c' ⟨a, h⟩
        exact ⟨-a, by rw [← h, rotate_rotate, neg_add_cancel, rotate_zero]⟩
      trans := by
        rintro c c' c'' ⟨a, h⟩ ⟨b, h'⟩
        exact ⟨b + a, by rw [← rotate_rotate, h, h']⟩ }
```

The number $M(n)$ is the cardinality of the quotient, with $k$ now written explicitly.

```lean
/-- The number of rotation classes of aperiodic patterns of `k` monomer types on an `n`-ring. -/
noncomputable def numClasses (n k : ℕ) : ℕ := Nat.card (Quotient (rotationSetoid n k))
```

## Each class has n members

To show that $R_bc$ is aperiodic, the proof applies $R_{-b}$ to $R_aR_bc=R_bc$ and recovers $R_ac=c$.

```lean
/-- Rotating a pattern without rotational symmetry gives a pattern without rotational symmetry. -/
theorem Aperiodic.rotate {n k : ℕ} {c : ZMod n → Fin k} (h : Aperiodic c) (b : ZMod n) :
    Aperiodic (rotate b c) := by
  intro a ha
  apply h a
  have h1 := congrArg (AperiodicRingPatterns.rotate (-b)) ha
  have e : -b + a + b = a := by ring
  rw [rotate_rotate, rotate_rotate, rotate_rotate, e, neg_add_cancel, rotate_zero] at h1
  exact h1
```

The map `F` sends a class and an angle to the rotated representative of that class. For injectivity, equal images first force equal classes, and aperiodicity then forces equal angles. Surjectivity holds because every pattern is a rotation of its representative.

```lean
/-- The number of aperiodic patterns on an `n`-ring is `n` times the number of their
rotation classes. -/
theorem card_aperiodic (n k : ℕ) :
    Nat.card (AperiodicPattern n k) = n * numClasses n k := by
  -- a pattern is a class representative together with a rotation angle
  let F : Quotient (rotationSetoid n k) × ZMod n → AperiodicPattern n k :=
    fun p => ⟨rotate p.2 p.1.out.1, p.1.out.2.rotate p.2⟩
  have hF : Bijective F := by
    constructor
    · rintro ⟨q, a⟩ ⟨q', a'⟩ h
      have h1 : rotate a q.out.1 = rotate a' q'.out.1 := congrArg Subtype.val h
      have h2 : rotate (-a' + a) q.out.1 = q'.out.1 := by
        rw [← rotate_rotate, h1, rotate_rotate, neg_add_cancel, rotate_zero]
      have hs := Quotient.sound (s := rotationSetoid n k) (a := q.out) (b := q'.out) ⟨_, h2⟩
      have hq : q = q' := (Quotient.out_eq q).symm.trans (hs.trans (Quotient.out_eq q'))
      subst hq
      have h3 := q.out.2 _ h2
      have h4 : a = a' := by linear_combination h3
      rw [h4]
    · intro c
      have h := Quotient.exact (Quotient.out_eq (Quotient.mk (rotationSetoid n k) c))
      obtain ⟨a, ha⟩ := h
      exact ⟨(Quotient.mk (rotationSetoid n k) c, a), Subtype.ext ha⟩
  rw [← Nat.card_congr (Equiv.ofBijective F hF), Nat.card_prod, Nat.card_zmod, mul_comm]
  rfl
```

## Unrolling the ring

```lean
/-- The infinite sequence of monomers read off by walking around the ring from site `0`. -/
def unroll {n k : ℕ} (c : ZMod n → Fin k) : ℕ → Fin k := fun i => c (i : ZMod n)

/-- The sequence read from one site further on. -/
def shift {k : ℕ} (f : ℕ → Fin k) : ℕ → Fin k := fun i => f (i + 1)

lemma shift_iterate {k : ℕ} (m : ℕ) (f : ℕ → Fin k) (i : ℕ) :
    shift^[m] f i = f (i + m) := by
  induction m generalizing f with
  | zero => rfl
  | succ m ih =>
    rw [Function.iterate_succ_apply, ih]
    rfl

lemma shift_unroll {n k : ℕ} (m : ℕ) (c : ZMod n → Fin k) :
    shift^[m] (unroll c) = unroll (rotate (m : ZMod n) c) := by
  funext i
  rw [shift_iterate]
  simp only [unroll, rotate, Nat.cast_add]
```

The last lemma turns shifts of the sequence into rotations of the ring. Unrolling loses no information when $n\ne0$, and $n$ is always a period.

```lean
lemma unroll_injective {n k : ℕ} [NeZero n] :
    Injective (unroll : (ZMod n → Fin k) → ℕ → Fin k) := by
  intro c c' h
  funext x
  have h1 := congrFun h x.val
  simpa [unroll] using h1

lemma unroll_periodic {n k : ℕ} (c : ZMod n → Fin k) : IsPeriodicPt shift n (unroll c) := by
  change shift^[n] (unroll c) = unroll c
  rw [shift_unroll, CharP.cast_eq_zero, rotate_zero]
```

The two directions of the next proof are the two divisibility arguments above.

```lean
/-- A pattern on an `n`-ring is aperiodic exactly when its unrolled sequence has
minimal period `n`. -/
theorem aperiodic_iff {n k : ℕ} [NeZero n] (c : ZMod n → Fin k) :
    Aperiodic c ↔ minimalPeriod shift (unroll c) = n := by
  constructor
  · intro h
    apply Nat.dvd_antisymm (unroll_periodic c).minimalPeriod_dvd
    have h1 : shift^[minimalPeriod shift (unroll c)] (unroll c) = unroll c :=
      isPeriodicPt_minimalPeriod shift (unroll c)
    rw [shift_unroll] at h1
    exact (CharP.cast_eq_zero_iff (ZMod n) n _).1 (h _ (unroll_injective h1))
  · intro h a ha
    have h1 : IsPeriodicPt shift a.val (unroll c) := by
      change shift^[a.val] (unroll c) = unroll c
      rw [shift_unroll, ZMod.natCast_zmod_val, ha]
    have h2 := h1.minimalPeriod_dvd
    rw [h] at h2
    rw [← ZMod.natCast_zmod_val a]
    exact (CharP.cast_eq_zero_iff (ZMod n) n _).2 h2
```

For $d\mid n$, the count of $n$-ring patterns with minimal period $d$ equals the count of sequences with that period, which does not depend on $n$. The main step is surjectivity: a sequence of period $n$ is recovered from its first $n$ entries.

```lean
lemma card_period {n d : ℕ} (k : ℕ) [NeZero n] (hd : d ∣ n) :
    Nat.card {c : ZMod n → Fin k // minimalPeriod shift (unroll c) = d} =
      Nat.card {f : ℕ → Fin k // minimalPeriod shift f = d} := by
  refine Nat.card_congr (Equiv.ofBijective (fun c => ⟨unroll c.1, c.2⟩) ⟨?_, ?_⟩)
  · intro c c' h
    exact Subtype.ext (unroll_injective (congrArg Subtype.val h))
  · rintro ⟨f, hf⟩
    -- a sequence of period n closes up to an n-ring
    have h1 : shift^[n] f = f :=
      (isPeriodicPt_minimalPeriod shift f).trans_dvd (by rw [hf]; exact hd)
    have h2 : Function.Periodic f n := fun j =>
      (shift_iterate n f j).symm.trans (congrFun h1 j)
    have h3 : unroll (fun x : ZMod n => f x.val) = f := by
      funext i
      change f ((i : ZMod n).val) = f i
      rw [ZMod.val_natCast]
      exact h2.map_mod_nat i
    exact ⟨⟨fun x => f x.val, by rw [h3]; exact hf⟩, Subtype.ext h3⟩
```

## From the sum over periods to the Möbius formula

`Finset.card_eq_sum_card_fiberwise` sorts the $k^n$ patterns by minimal period. Using `card_period` twice, once for the $d$-ring and once for the $n$-ring, identifies each term as $dM(d)$.

```lean
/-- The `k ^ n` patterns on an `n`-ring are counted by summing, over the divisors `d` of `n`,
`d` times the number of aperiodic rotation classes on a `d`-ring. -/
theorem sum_classes {n : ℕ} (k : ℕ) (hn : 0 < n) :
    ∑ d ∈ n.divisors, d * numClasses d k = k ^ n := by
  have : NeZero n := ⟨hn.ne'⟩
  have hu : (Finset.univ : Finset (ZMod n → Fin k)).card = k ^ n := by simp [ZMod.card]
  -- sort all patterns by their minimal period
  have h := Finset.card_eq_sum_card_fiberwise (s := (Finset.univ : Finset (ZMod n → Fin k)))
    (t := n.divisors) (f := fun c => minimalPeriod shift (unroll c))
    (fun c _ => Finset.mem_coe.2
      (Nat.mem_divisors.2 ⟨(unroll_periodic c).minimalPeriod_dvd, hn.ne'⟩))
  rw [← hu, h]
  refine Finset.sum_congr rfl fun d hd => ?_
  have hdn := Nat.dvd_of_mem_divisors hd
  have : NeZero d := ⟨(Nat.pos_of_dvd_of_pos hdn hn).ne'⟩
  have h1 : Nat.card (AperiodicPattern d k) =
      Nat.card {c : ZMod d → Fin k // minimalPeriod shift (unroll c) = d} :=
    Nat.card_congr (Equiv.subtypeEquivRight fun c => aperiodic_iff c)
  rw [← card_aperiodic, h1, card_period k (dvd_refl d), ← card_period k hdn,
    Nat.card_eq_fintype_card, Fintype.card_subtype]
```

The main theorem is an identity of integers, because $\mu$ takes negative values. Its hypothesis `0 < n` excludes `ZMod 0`, which is the infinite chain $\mathbb Z$. Mathlib's inversion theorem replaces the exchange of sums, and the final step rewrites a sum over divisor pairs as one over $d$.

```lean
/-- The number of rotation classes of `n`-ring patterns without rotational symmetry, times `n`,
equals the sum over divisors `d` of `n` of `μ(d) k ^ (n / d)`. -/
theorem card_classes_moebius {n : ℕ} (k : ℕ) (hn : 0 < n) :
    (n : ℤ) * numClasses n k =
      ∑ d ∈ n.divisors, ArithmeticFunction.moebius d * (k : ℤ) ^ (n / d) := by
  -- Möbius inversion of the count by minimal period
  have h := (ArithmeticFunction.sum_eq_iff_sum_mul_moebius_eq (R := ℤ)
    (f := fun d => (d : ℤ) * numClasses d k) (g := fun m => (k : ℤ) ^ m)).1
    (fun m hm => by exact_mod_cast sum_classes k hm) n hn
  simp only [Int.cast_id] at h
  exact h.symm.trans (Nat.sum_divisorsAntidiagonal
    (fun a b => ArithmeticFunction.moebius a * (k : ℤ) ^ b))
```

The two special cases use `sum_classes` directly. For the six-ring, the counts for rings of size 1, 2 and 3 enter $64=2+2+6+6M(6)$, and `omega` solves the resulting linear equations.

```lean
/-- On a ring of prime size `p`, the number of aperiodic classes times `p`, plus `k`,
equals `k ^ p`. -/
theorem prime_ring {p : ℕ} (k : ℕ) (hp : p.Prime) :
    p * numClasses p k + k = k ^ p := by
  have h1 := sum_classes k one_pos
  have h := sum_classes k hp.pos
  rw [Nat.divisors_one, Finset.sum_singleton, pow_one] at h1
  rw [hp.sum_divisors, h1] at h
  exact h

/-- A six-membered ring built from two monomer types has exactly nine rotation classes of
patterns without rotational symmetry. -/
theorem six_ring_two_types : numClasses 6 2 = 9 := by
  have h2 := prime_ring 2 Nat.prime_two
  have h3 := prime_ring 2 Nat.prime_three
  have h1 := sum_classes 2 one_pos
  have h6 := sum_classes 2 (show 0 < 6 by norm_num)
  rw [Nat.divisors_one, Finset.sum_singleton] at h1
  rw [show Nat.divisors 6 = {1, 2, 3, 6} by decide] at h6
  simp at h6
  omega

end AperiodicRingPatterns
```

```lean
#print axioms AperiodicRingPatterns.card_classes_moebius
-- 'AperiodicRingPatterns.card_classes_moebius' depends on axioms: [propext, Classical.choice, Quot.sound]
#print axioms AperiodicRingPatterns.six_ring_two_types
-- 'AperiodicRingPatterns.six_ring_two_types' depends on axioms: [propext, Classical.choice, Quot.sound]
```
